# Partial fractions in the Bloch phase for the fixed-momentum resolvent of a tight-binding chain

The lemma `resolvent_split` concerns a non-interacting chain with real hopping `t` and band energy `2 t cos θ`, probed at the complex energy `z = t (lam + 1/lam)` with `lam` nonzero and of modulus below one. It states that the resolvent `1 / (z - 2 t cos θ)` at any real crystal momentum `θ` equals `1 / (t (1/lam - lam))` times `1 / (1 - lam e^{iθ}) + 1 / (1 - lam e^{-iθ}) - 1`. The case `t = 0` is allowed, and there both sides are zero because Lean sets division by zero to zero. The proof factorises the energy difference, puts the bracket over a common denominator, and then tries to rewrite the goal into the form of an auxiliary identity `fin`.

This version doesn't compile in Lean 4 with Mathlib:

```lean
import Mathlib

open Filter Topology

namespace ChainMeshError

noncomputable section

/-- Band energy `2 t cos θ` of the chain with hopping `t` at crystal momentum `θ`. -/
def band (t θ : ℝ) : ℂ := ((2 * t * Real.cos θ : ℝ) : ℂ)

/-- Bloch phase factor `exp (i θ)`. -/
def phase (θ : ℝ) : ℂ := Complex.exp (θ * Complex.I)

/-- Complex energy `z = t (lam + 1/lam)`. -/
def energy (t : ℝ) (lam : ℂ) : ℂ := t * (lam + 1 / lam)

/-- The closed form `G = 1 / (t (1/lam - lam))`. -/
def chainGreen (t : ℝ) (lam : ℂ) : ℂ := 1 / (t * (1 / lam - lam))

/-- A complex number of modulus below one differs from one. -/
theorem one_sub_ne_zero {a : ℂ} (h : ‖a‖ < 1) : 1 - a ≠ 0 := by
  intro h0
  have h2 : a = 1 := (sub_eq_zero.mp h0).symm
  rw [h2] at h
  simp at h

/-- `G` written as a single fraction in `lam`. -/
theorem chainGreen_eq (t : ℝ) {lam : ℂ} (h0 : lam ≠ 0) :
    chainGreen t lam = lam / (t * (1 - lam ^ 2)) := by
  have hg : 1 / lam - lam = (1 - lam ^ 2) / lam := by
    rw [eq_div_iff h0, sub_mul, one_div_mul_cancel h0]; ring
  rw [chainGreen, hg, ← mul_div_assoc, one_div_div]

/-- The complex energy minus the band energy at `θ` factorises in the Bloch phase, and neither
phase-dependent factor vanishes. -/
theorem energy_sub_band (t : ℝ) {lam : ℂ} (h0 : lam ≠ 0) (h1 : ‖lam‖ < 1) (θ : ℝ) :
    1 - lam * phase θ ≠ 0 ∧ 1 - lam * (phase θ)⁻¹ ≠ 0 ∧
    energy t lam - band t θ
      = t * ((1 - lam * phase θ) * (1 - lam * (phase θ)⁻¹)) / lam := by
  have hn : ‖phase θ‖ = 1 := Complex.norm_exp_ofReal_mul_I θ
  refine ⟨one_sub_ne_zero ?_, one_sub_ne_zero ?_, ?_⟩
  · rw [norm_mul, hn, mul_one]; exact h1
  · rw [norm_mul, norm_inv, hn, inv_one, mul_one]; exact h1
  · have hb : band t θ = t * (phase θ + (phase θ)⁻¹) := by
      have h := Complex.two_cos (θ : ℂ)
      rw [neg_mul, Complex.exp_neg] at h
      unfold band phase
      push_cast
      linear_combination (t : ℂ) * h
    have hw : phase θ * (phase θ)⁻¹ = 1 := mul_inv_cancel₀ (Complex.exp_ne_zero _)
    have hl : lam * (1 / lam) = 1 := mul_one_div_cancel h0
    rw [hb, eq_div_iff h0]
    unfold energy
    generalize 1 / lam = m at hl ⊢
    generalize (phase θ)⁻¹ = v at hw ⊢
    linear_combination (t : ℂ) * hl - (t : ℂ) * lam ^ 2 * hw

/-- The resolvent at fixed crystal momentum splits into partial fractions in the Bloch phase. -/
theorem resolvent_split (t : ℝ) {lam : ℂ} (h0 : lam ≠ 0) (h1 : ‖lam‖ < 1) (θ : ℝ) :
    1 / (energy t lam - band t θ) = chainGreen t lam *
      (1 / (1 - lam * phase θ) + 1 / (1 - lam * (phase θ)⁻¹) - 1) := by
  obtain ⟨hA, hB, he⟩ := energy_sub_band t h0 h1 θ
  have hw : phase θ * (phase θ)⁻¹ = 1 := mul_inv_cancel₀ (Complex.exp_ne_zero _)
  have hD : 1 - lam ^ 2 ≠ 0 := one_sub_ne_zero (by
    rw [norm_pow]; exact pow_lt_one₀ (norm_nonneg _) h1 two_ne_zero)
  have hg : 1 / lam - lam = (1 - lam ^ 2) / lam := by
    rw [eq_div_iff h0, sub_mul, one_div_mul_cancel h0]; ring
  have key : ∀ A B : ℂ, A ≠ 0 → B ≠ 0 → 1 / A + 1 / B - 1 = (A + B - A * B) / (A * B) := by
    intro A B hA hB
    field_simp <;> ring
  have fin : ∀ A B D : ℂ, A ≠ 0 → B ≠ 0 → D ≠ 0 →
      lam / (t * (A * B)) = lam / (t * D) * (D / (A * B)) := by
    intro A B D hA hB hD
    by_cases ht : (t : ℂ) = 0
    · simp [ht]
    · field_simp
  have hnum : (1 - lam * phase θ) + (1 - lam * (phase θ)⁻¹)
      - (1 - lam * phase θ) * (1 - lam * (phase θ)⁻¹) = 1 - lam ^ 2 := by
    generalize (phase θ)⁻¹ = v at hw ⊢
    linear_combination (-lam ^ 2) * hw
  rw [he, key _ _ hA hB, hnum, chainGreen, hg, ← mul_div_assoc, one_div_div, one_div_div]
  exact fin _ _ _ hA hB hD

end

end ChainMeshError
```

The compiler's answer:

```
Main.lean:82:77: error: Tactic `rewrite` failed: Did not find an occurrence of the pattern
  1 / (?a / ?b)
in the target expression
  lam / (↑t * ((1 - lam * phase θ) * (1 - lam * (phase θ)⁻¹))) =
    1 / (↑t * ((1 - lam ^ 2) / lam)) * (1 - lam ^ 2) / ((1 - lam * phase θ) * (1 - lam * (phase θ)⁻¹))

t : ℝ
lam : ℂ
h0 : lam ≠ 0
h1 : ‖lam‖ < 1
θ : ℝ
hA : 1 - lam * phase θ ≠ 0
hB : 1 - lam * (phase θ)⁻¹ ≠ 0
he : energy t lam - band t θ = ↑t * ((1 - lam * phase θ) * (1 - lam * (phase θ)⁻¹)) / lam
hw : phase θ * (phase θ)⁻¹ = 1
hD : 1 - lam ^ 2 ≠ 0
hg : 1 / lam - lam = (1 - lam ^ 2) / lam
key : ∀ (A B : ℂ), A ≠ 0 → B ≠ 0 → 1 / A + 1 / B - 1 = (A + B - A * B) / (A * B)
fin : ∀ (A B D : ℂ), A ≠ 0 → B ≠ 0 → D ≠ 0 → lam / (↑t * (A * B)) = lam / (↑t * D) * (D / (A * B))
hnum : 1 - lam * phase θ + (1 - lam * (phase θ)⁻¹) - (1 - lam * phase θ) * (1 - lam * (phase θ)⁻¹) = 1 - lam ^ 2
⊢ lam / (↑t * ((1 - lam * phase θ) * (1 - lam * (phase θ)⁻¹))) =
    1 / (↑t * ((1 - lam ^ 2) / lam)) * (1 - lam ^ 2) / ((1 - lam * phase θ) * (1 - lam * (phase θ)⁻¹))
```

Diagnosis. The error is at the second `one_div_div` of the last `rw`, which finds no term of the form `1 / (a / b)`. The step before it, `← mul_div_assoc`, was needed inside the prefactor, to turn `t * ((1 - lam ^ 2) / lam)` into a single quotient. But the whole right-hand side is also a product with a quotient as its second factor, and the rewrite took that one instead. The first `one_div_div` then simplified the left-hand side, and the second had nothing to act on, since the prefactor's denominator was still a product.

The repair uses `one_div_div` once, for the left-hand side, and rewrites the prefactor with the lemma `chainGreen_eq`, already proved in the file, which gives `lam / (t * (1 - lam ^ 2))` directly. The right-hand product is no longer regrouped, so the goal has the form that `fin` proves.

Removing `hg`, which is no longer used, and putting `field_simp` and `ring` on separate lines are mere tidying.

Lean accepts the file once it reads:

```diff
@@ -65,9 +65,8 @@
   have hD : 1 - lam ^ 2 ≠ 0 := one_sub_ne_zero (by
     rw [norm_pow]; exact pow_lt_one₀ (norm_nonneg _) h1 two_ne_zero)
-  have hg : 1 / lam - lam = (1 - lam ^ 2) / lam := by
-    rw [eq_div_iff h0, sub_mul, one_div_mul_cancel h0]; ring
   have key : ∀ A B : ℂ, A ≠ 0 → B ≠ 0 → 1 / A + 1 / B - 1 = (A + B - A * B) / (A * B) := by
     intro A B hA hB
-    field_simp <;> ring
+    field_simp
+    ring
   have fin : ∀ A B D : ℂ, A ≠ 0 → B ≠ 0 → D ≠ 0 →
       lam / (t * (A * B)) = lam / (t * D) * (D / (A * B)) := by
@@ -80,5 +79,5 @@
     generalize (phase θ)⁻¹ = v at hw ⊢
     linear_combination (-lam ^ 2) * hw
-  rw [he, key _ _ hA hB, hnum, chainGreen, hg, ← mul_div_assoc, one_div_div, one_div_div]
+  rw [he, key _ _ hA hB, hnum, one_div_div, chainGreen_eq t h0]
   exact fin _ _ _ hA hB hD
 
```
